# The most numerous spin multiplets of N singly occupied orbitals have 2S+1 within one of √(N+2)

Six electrons sit in six different orbitals, one in each, and I couple their spins. The products of α and β are most plentiful at $M_S=0$, with 20 of them, so I expected singlets to be the largest family. The branching diagram gives 5 singlets, 9 triplets, 5 quintets and 1 septet instead. Is this an accident of small numbers, or do singlets stay behind? And which spin wins for large $N$?

## Singlets trail triplets from four electrons on

It is no accident. The $M_S=0$ products contain one component of every spin multiplet with integer $S$, not only of the singlets. To count a single $S$ you subtract neighbouring binomial coefficients, and these differ little near the flat top of the distribution.

Let $m=2S$, and let $f(N,m)$ be the number of independent spin functions of that spin at one fixed $M_S$ with $|M_S|\le S$. This is the number of multiplets; counting all their components would multiply it by $2S+1$. An added electron raises or lowers $m$ by one, so

$$f(N+1,m)=f(N,m-1)+f(N,m+1),\qquad f(0,0)=1,$$

with $f(N,-1)=0$ and $f(0,m)=0$ for $m>0$. Removing the largest entry from a two-row standard Young tableau gives the same recursion. A nonzero count requires $N=2b+m$, where $b$ is the length of the second row. Then

$$f(N,m)=\frac{(m+1)\,N!}{b!\,(b+m+1)!}.$$

This holds at $N=0$. For the step to $N+1=2b+m$, the two parents add up to

$$\frac{N!}{b!\,(b+m+1)!}\bigl[m(b+m+1)+(m+2)b\bigr],$$

and the bracket is $(m+1)(2b+m)=(m+1)(N+1)$. At $m=0$ or $b=0$ the missing parent contributes zero. For $b\ge1$ the formula equals $\binom Nb-\binom N{b-1}$, because $(b+m+1)-b=m+1$.

Going from $m$ to $m+2$ lowers $b$ by one, so

$$\frac{f(N,m+2)}{f(N,m)}=\frac{(m+3)\,b}{(m+1)(b+m+2)}.$$

This exceeds 1 exactly when $2b>(m+1)(m+2)$. Adding $m+2$ to both sides gives $N+2>(m+2)^2$.

The counts therefore rise up to a threshold and do not rise again. The value $m$ is a maximum exactly when $m^2\le N+2\le(m+2)^2$, and square roots give $|m+1-\sqrt{N+2}|\le1$.

Take $N=10$. The counts for $m=0,2,4,6,8,10$ are 42, 90, 75, 35, 9, 1. Since $4<12<16$, the triplets win. At $N=14$ we have $N+2=16$, and triplets and quintets tie at 1001 each.

For electronic structure, $f$ is the number of configuration state functions that $N$ fixed, singly occupied orbitals supply at given $S$ and $M_S$; it says nothing about their energies.

## The same argument in Lean

```lean
import Mathlib

open scoped Nat

namespace MostNumerousSpin

/-- Number of paths in the branching diagram that lead to `N` electrons with `2S = m`:
each added electron raises or lowers `2S` by one, and `2S` never becomes negative. -/
def spinCount : ℕ → ℕ → ℕ
  | 0, 0 => 1
  | 0, _ + 1 => 0
  | N + 1, 0 => spinCount N 1
  | N + 1, m + 1 => spinCount N m + spinCount N (m + 2)

/-- If `N` electrons can be coupled to `2S = m`, then `N = 2b + m` for some natural `b`. -/
theorem exists_pairs : ∀ N m : ℕ, spinCount N m ≠ 0 → ∃ b, N = 2 * b + m
  | 0, 0, _ => ⟨0, rfl⟩
  | 0, m + 1, h => (h (by simp [spinCount])).elim
  | N + 1, 0, h => by
    obtain ⟨b, hb⟩ := exists_pairs N 1 (by simpa [spinCount] using h)
    exact ⟨b + 1, by omega⟩
  | N + 1, m + 1, h => by
    by_cases h1 : spinCount N m = 0
    · have h2 : spinCount N (m + 2) ≠ 0 := fun h2 => h (by simp [spinCount, h1, h2])
      obtain ⟨b, hb⟩ := exists_pairs N (m + 2) h2
      exact ⟨b + 1, by omega⟩
    · obtain ⟨b, hb⟩ := exists_pairs N m h1
      exact ⟨b, by omega⟩

/-- Closed form of the branching diagram: for `N = 2b + m`, the number of spin multiplets with
`2S = m`, times `b! (b+m+1)!`, is `(m+1) N!`. -/
theorem spinCount_mul_factorial {N b m : ℕ} (h : N = 2 * b + m) :
    spinCount N m * ((b)! * (b + m + 1)!) = (m + 1) * (N)! := by
  induction N generalizing b m with
  | zero =>
    obtain rfl : b = 0 := by omega
    obtain rfl : m = 0 := by omega
    simp [spinCount]
  | succ N ih =>
    rcases m with _ | m
    · -- a singlet arises only from a doublet
      obtain ⟨c, rfl⟩ : ∃ c, b = c + 1 := ⟨b - 1, by omega⟩
      have h1 := ih (b := c) (m := 1) (by omega)
      have hN : N = 2 * c + 1 := by omega
      have e : spinCount (N + 1) 0 = spinCount N 1 := rfl
      rw [e, show c + 1 + 0 + 1 = c + 1 + 1 from rfl, Nat.factorial_succ N,
        Nat.factorial_succ c]
      calc _ = (c + 1) * (spinCount N 1 * ((c)! * (c + 1 + 1)!)) := by ring
        _ = _ := by rw [h1, hN]; ring
    · have e : spinCount (N + 1) (m + 1) = spinCount N m + spinCount N (m + 2) := rfl
      have h1 := ih (b := b) (m := m) (by omega)
      rcases b with _ | c
      · -- the high-spin edge has a single parent
        have h2 : spinCount N (m + 2) = 0 := by
          by_contra h2
          obtain ⟨d, hd⟩ := exists_pairs _ _ h2
          omega
        have hN : N = m := by omega
        have e2 : (0 + (m + 1) + 1)! = (m + 2) * (0 + m + 1)! := by
          rw [show 0 + (m + 1) + 1 = (0 + m + 1) + 1 from by omega,
            Nat.factorial_succ (0 + m + 1)]
          ring
        rw [e, h2, e2, Nat.factorial_succ N]
        calc _ = (m + 2) * (spinCount N m * ((0)! * (0 + m + 1)!)) := by ring
          _ = _ := by rw [h1, hN]
      · -- in the interior both parents contribute
        have h2 := ih (b := c) (m := m + 2) (by omega)
        have hN : N = 2 * (c + 1) + m := by omega
        have e2 : (c + 1 + m + 1 + 1)! = (c + m + 3) * (c + 1 + m + 1)! := by
          rw [Nat.factorial_succ (c + 1 + m + 1)]
          ring
        rw [show c + (m + 2) + 1 = c + 1 + m + 1 + 1 from by omega, e2] at h2
        rw [Nat.factorial_succ c] at h1
        rw [e, show c + 1 + (m + 1) + 1 = c + 1 + m + 1 + 1 from by omega, e2,
          Nat.factorial_succ N, Nat.factorial_succ c]
        calc _ = (c + m + 3) * (spinCount N m * ((c + 1) * (c)! * (c + 1 + m + 1)!))
              + (c + 1) * (spinCount N (m + 2) * ((c)! * ((c + m + 3) * (c + 1 + m + 1)!))) := by
              ring
          _ = _ := by rw [h1, h2, hN]; ring

/-- For `N = 2(b+1) + m`, the number of spin multiplets with `2S = m` is the difference of the
binomial coefficients `C(N,b+1)` and `C(N,b)`. -/
theorem spinCount_add_choose {N b m : ℕ} (h : N = 2 * (b + 1) + m) :
    spinCount N m + N.choose b = N.choose (b + 1) := by
  have h0 := spinCount_mul_factorial h
  have h1 := Nat.choose_mul_factorial_mul_factorial (show b + 1 ≤ N by omega)
  have h2 := Nat.choose_mul_factorial_mul_factorial (show b ≤ N by omega)
  rw [show N - (b + 1) = b + 1 + m from by omega, Nat.factorial_succ b] at h1
  rw [show N - b = b + 1 + m + 1 from by omega, Nat.factorial_succ (b + 1 + m)] at h2
  rw [Nat.factorial_succ b, Nat.factorial_succ (b + 1 + m)] at h0
  have hp : 0 < (b + 1) * (b)! * ((b + 1 + m + 1) * (b + 1 + m)!) := by positivity
  apply Nat.eq_of_mul_eq_mul_right hp
  calc _ = spinCount N m * ((b + 1) * (b)! * ((b + 1 + m + 1) * (b + 1 + m)!))
        + (b + 1) * (N.choose b * (b)! * ((b + 1 + m + 1) * (b + 1 + m)!)) := by ring
    _ = (b + 1 + m + 1) * (N.choose (b + 1) * ((b + 1) * (b)!) * (b + 1 + m)!) := by
        rw [h0, h1, h2]; ring
    _ = _ := by ring

/-- Whenever `N = 2b + m`, at least one spin function with `2S = m` exists. -/
theorem spinCount_pos {N b m : ℕ} (h : N = 2 * b + m) : 0 < spinCount N m := by
  refine Nat.pos_of_ne_zero fun h0 => ?_
  have h1 := spinCount_mul_factorial h
  rw [h0, zero_mul] at h1
  exact (Nat.mul_pos (Nat.succ_pos m) (Nat.factorial_pos N)).ne h1

/-- For `N = 2b + m`, the numbers of spin multiplets with `2S = m+2` and `2S = m` are in the ratio
`(m+3) b` to `(m+1)(b+m+2)`. -/
theorem spinCount_ratio {N b m : ℕ} (h : N = 2 * b + m) :
    spinCount N (m + 2) * ((m + 1) * (b + m + 2)) = spinCount N m * ((m + 3) * b) := by
  rcases b with _ | c
  · have h2 : spinCount N (m + 2) = 0 := by
      by_contra h2
      obtain ⟨d, hd⟩ := exists_pairs _ _ h2
      omega
    simp [h2]
  · have h1 := spinCount_mul_factorial h
    have h2 := spinCount_mul_factorial (show N = 2 * c + (m + 2) by omega)
    rw [Nat.factorial_succ c] at h1
    rw [show c + (m + 2) + 1 = c + 1 + m + 1 + 1 from by omega,
      Nat.factorial_succ (c + 1 + m + 1)] at h2
    have hp : 0 < (c)! * (c + 1 + m + 1)! := by positivity
    apply Nat.eq_of_mul_eq_mul_right hp
    calc _ = (m + 1) * (spinCount N (m + 2)
          * ((c)! * ((c + 1 + m + 1 + 1) * (c + 1 + m + 1)!))) := by ring
      _ = (m + 3) * (spinCount N m * ((c + 1) * (c)! * (c + 1 + m + 1)!)) := by
          rw [h1, h2]; ring
      _ = _ := by ring

/-- For `N = 2b + m`, raising `2S` from `m` to `m+2` increases the number of spin multiplets exactly
when `(m+2)² < N+2`, and decreases it exactly when `(m+2)² > N+2`. -/
theorem next_spin_compare {N b m : ℕ} (h : N = 2 * b + m) :
    (spinCount N m < spinCount N (m + 2) ↔ (m + 2) ^ 2 < N + 2) ∧
    (spinCount N (m + 2) < spinCount N m ↔ N + 2 < (m + 2) ^ 2) := by
  -- two counts in a known ratio are ordered as the terms of the ratio
  have key : ∀ x y A B : ℕ, y * A = x * B → 0 < x → 0 < A →
      (x < y ↔ A < B) ∧ (y < x ↔ B < A) := by
    intro x y A B e hx hA
    refine ⟨⟨fun q => ?_, fun q => ?_⟩, ⟨fun q => ?_, fun q => ?_⟩⟩ <;>
      by_contra hc <;> rw [not_lt] at hc <;> nlinarith
  obtain ⟨k1, k2⟩ := key _ _ _ _ (spinCount_ratio h) (spinCount_pos h)
    (show 0 < (m + 1) * (b + m + 2) by positivity)
  rw [k1, k2]
  clear k1 k2 key
  subst h
  constructor <;> constructor <;> intro q <;> nlinarith

/-- For `N = 2b + m`, no spin has more multiplets than `2S = m` exactly when `m² ≤ N+2 ≤ (m+2)²`. -/
theorem most_numerous_iff {N b m : ℕ} (h : N = 2 * b + m) :
    (∀ k, spinCount N k ≤ spinCount N m) ↔ m ^ 2 ≤ N + 2 ∧ N + 2 ≤ (m + 2) ^ 2 := by
  -- up to the threshold the counts never fall
  have up : ∀ k j c, N = 2 * c + (k + 2 * j) → (k + 2 * j) ^ 2 ≤ N + 2 →
      spinCount N k ≤ spinCount N (k + 2 * j) := by
    intro k j
    induction j with
    | zero => intro c _ _; exact le_rfl
    | succ j ih =>
      intro c hc hs
      rw [show k + 2 * (j + 1) = k + 2 * j + 2 from by ring] at hs ⊢
      refine (ih (c + 1) (by omega) (by nlinarith)).trans (not_lt.1 fun q => ?_)
      exact absurd ((next_spin_compare (show N = 2 * (c + 1) + (k + 2 * j) by omega)).2.1 q)
        (not_lt.2 hs)
  -- and beyond it they never rise
  have down : ∀ k j c, N = 2 * c + (k + 2 * j) → N + 2 ≤ (k + 2) ^ 2 →
      spinCount N (k + 2 * j) ≤ spinCount N k := by
    intro k j
    induction j with
    | zero => intro c _ _; exact le_rfl
    | succ j ih =>
      intro c hc hs
      rw [show k + 2 * (j + 1) = k + 2 * j + 2 from by ring]
      refine le_trans (not_lt.1 fun q => ?_) (ih (c + 1) (by omega) hs)
      have q' := (next_spin_compare (show N = 2 * (c + 1) + (k + 2 * j) by omega)).1.1 q
      have hm : (k + 2) ^ 2 ≤ (k + 2 * j + 2) ^ 2 := Nat.pow_le_pow_left (by omega) 2
      exact absurd (q'.trans_le hs) (not_lt.2 hm)
  constructor
  · intro hmax
    constructor
    · by_cases hm : m < 2
      · nlinarith
      · obtain ⟨k, rfl⟩ : ∃ k, m = k + 2 := ⟨m - 2, by omega⟩
        by_contra hc
        exact absurd ((next_spin_compare (show N = 2 * (b + 1) + k by omega)).2.2
          (not_le.1 hc)) (not_lt.2 (hmax k))
    · by_contra hc
      exact absurd ((next_spin_compare h).1.2 (not_le.1 hc)) (not_lt.2 (hmax (m + 2)))
  · rintro ⟨h1, h2⟩ k
    by_cases hk : spinCount N k = 0
    · rw [hk]; exact Nat.zero_le _
    · obtain ⟨c, hc⟩ := exists_pairs N k hk
      rcases le_total k m with hkm | hkm
      · obtain ⟨j, rfl⟩ : ∃ j, m = k + 2 * j := ⟨c - b, by omega⟩
        exact up k j b h h1
      · obtain ⟨j, rfl⟩ : ∃ j, k = m + 2 * j := ⟨b - c, by omega⟩
        exact down m j c hc h2

/-- If no spin of `N` electrons has more multiplets than `2S = m`, then the multiplicity
`2S+1 = m+1` differs from `√(N+2)` by at most one. -/
theorem most_numerous_multiplicity {N m : ℕ} (hmax : ∀ k, spinCount N k ≤ spinCount N m) :
    |((m : ℝ) + 1) - √((N : ℝ) + 2)| ≤ 1 := by
  -- a most numerous spin does occur, so it has the parity of N
  have hpos : 0 < spinCount N (N % 2) :=
    spinCount_pos (show N = 2 * (N / 2) + N % 2 by omega)
  obtain ⟨b, h⟩ := exists_pairs N m (hpos.trans_le (hmax _)).ne'
  obtain ⟨h1, h2⟩ := (most_numerous_iff h).1 hmax
  have h1' : (m : ℝ) ^ 2 ≤ (N : ℝ) + 2 := by exact_mod_cast h1
  have h2' : (N : ℝ) + 2 ≤ ((m : ℝ) + 2) ^ 2 := by exact_mod_cast h2
  have lower : (m : ℝ) ≤ √((N : ℝ) + 2) := (le_abs_self _).trans (Real.abs_le_sqrt h1')
  have upper : √((N : ℝ) + 2) ≤ (m : ℝ) + 2 := Real.sqrt_le_iff.mpr ⟨by positivity, h2'⟩
  rw [abs_le]
  constructor <;> linarith

/-- For `2b` electrons there are more triplet than singlet multiplets exactly when `b > 1`. -/
theorem singlet_lt_triplet_iff (b : ℕ) :
    spinCount (2 * b) 0 < spinCount (2 * b) 2 ↔ 1 < b := by
  have h := (next_spin_compare (show 2 * b = 2 * b + 0 from rfl)).1
  refine h.trans ?_
  constructor <;> intro q <;> nlinarith

end MostNumerousSpin
```

```lean
#print axioms MostNumerousSpin.spinCount_add_choose
#print axioms MostNumerousSpin.most_numerous_multiplicity
#print axioms MostNumerousSpin.singlet_lt_triplet_iff
```

```
'MostNumerousSpin.spinCount_add_choose' depends on axioms: [propext, Classical.choice, Quot.sound]
'MostNumerousSpin.most_numerous_multiplicity' depends on axioms: [propext, Classical.choice, Quot.sound]
'MostNumerousSpin.singlet_lt_triplet_iff' depends on axioms: [propext, Classical.choice, Quot.sound]
```

`spinCount N m` is $f(N,m)$, defined by the branching recursion; that it counts spin multiplets is the usual addition of angular momenta, which enters through this definition. In `next_spin_compare`, the hypothesis `N = 2 * b + m` says that $m$ is an attainable value of $2S$. The conclusion gives the criterion for a rise and the one for a fall, so equality means a tie.

Parity matters here even when $m\le N$. For $N=3$, $m=0$ both counts are zero, yet $(0+2)^2<3+2$ would predict a rise.

In `most_numerous_iff`, `k` runs over all natural numbers, since unattainable values have count zero. `most_numerous_multiplicity` needs no parity hypothesis: a maximum has a positive count, and `exists_pairs` then supplies `b`.

`spinCount_mul_factorial` is the induction above, with the factorials multiplied out and separate cases for the singlet and high-spin edges. `spinCount_add_choose` writes the binomial difference as a sum, with `b + 1` for my $b$, to avoid truncated subtraction of natural numbers. `spinCount_ratio` divides neighbouring counts, and `spinCount_pos` lets `key` turn that ratio into an ordering; `nlinarith` does the final algebra with the squares.

Within `most_numerous_iff`, `up` and `down` chain the single steps on either side of the threshold. Conversely, a maximum excludes a rise to $m+2$ and, for $m\ge2$, a fall from $m-2$. Finally, `singlet_lt_triplet_iff` sets $m=0$: for $2b$ electrons, $4<2b+2$ means $b>1$, so the six-electron case is typical.
